# The plasmon branch \(\omega^2=\omega_p^2+cq^2+q^4/4\) with \(c\ge0\) enters the electron–hole continuum exactly once

A plasmon energy is usually found as a zero of a dielectric function. Here it is instead given by an explicit formula, used at every wavenumber, and the onset of Landau damping is the point where this energy equals the upper edge of the electron–hole pair continuum.

In units with \(\hbar=m=1\), let \(q\) be the wavenumber, \(\omega_p\) (`wp`) the long-wavelength plasmon energy and \(c\) the dispersion coefficient. The branch is

\[
\omega(q)=\sqrt{\omega_p^2+c\,q^2+q^4/4}.
\]

In a hydrodynamic picture \(c\) is a squared velocity set by the pressure of the electron gas. The last term is the square of the free-electron energy \(q^2/2\).

```lean
import Mathlib

namespace LandauDampingOnset

noncomputable section

/-- Plasmon energy at wavenumber `q`, with long-wavelength energy `wp` and dispersion coefficient
`c` (units with ħ = m = 1); where the radicand is negative, `Real.sqrt` returns 0, which is not a
plasmon energy. -/
def plasmon (wp c q : ℝ) : ℝ := Real.sqrt (wp ^ 2 + c * q ^ 2 + q ^ 4 / 4)
```

## The pair continuum of free electrons

Let \(k\) be the Fermi wavenumber. At zero temperature, a non-interacting electron gains most energy from a momentum transfer \(q\) when it starts on the Fermi surface and moves along \(q\):

\[
\frac{(k+q)^2-k^2}{2}=kq+\frac{q^2}{2}.
\]

```lean
/-- Upper edge of the electron-hole pair continuum for Fermi wavenumber `k`. -/
def pairEdge (k q : ℝ) : ℝ := k * q + q ^ 2 / 2
```

For a three-dimensional electron gas, the lower edge is \(q^2/2-kq\) once this is positive, and zero otherwise. An energy \(w\) inside the continuum must therefore be positive and lie strictly between the two expressions.

```lean
/-- The energy `w` is positive and lies strictly between the lower and the upper edge of the
pair continuum at wavenumber `q`. -/
def InPairContinuum (k q w : ℝ) : Prop :=
  0 < w ∧ q ^ 2 / 2 - k * q < w ∧ w < pairEdge k q
```

## Squaring removes the quartic term

The squared edge is \(k^2q^2+kq^3+q^4/4\), so

\[
\Bigl(kq+\frac{q^2}{2}\Bigr)^2-\omega(q)^2=F_c(q)-\omega_p^2,\qquad F_c(q)=q^2(kq+k^2-c).
\]

The cubic \(F_c\) is `edgeCubic k c`.

```lean
/-- The squared pair edge minus the `q`-dependent part of the squared plasmon energy. -/
def edgeCubic (k c q : ℝ) : ℝ := q ^ 2 * (k * q + k ^ 2 - c)
```

For \(k,q>0\) the edge is positive, so comparing energies is the same as comparing their squares. The plasmon is above the edge exactly when \(F_c(q)<\omega_p^2\). In the proof, `Real.lt_sqrt` does the squaring and `nlinarith` the expansion.

```lean
/-- For `k, q > 0`, the plasmon lies above the pair edge exactly when the cubic is below `wp²`. -/
theorem edge_lt_plasmon_iff {wp k c q : ℝ} (hk : 0 < k) (hq : 0 < q) :
    pairEdge k q < plasmon wp c q ↔ edgeCubic k c q < wp ^ 2 := by
  unfold pairEdge plasmon edgeCubic
  rw [Real.lt_sqrt (by positivity)]
  constructor <;> intro h <;> nlinarith
```

In the same way, the plasmon is below the edge exactly when \(F_c(q)>\omega_p^2\), provided the radicand is nonnegative. A negative radicand is possible only for \(c<0\). Lean's square root is then \(0\), and the formal equivalence still holds, but there is no plasmon energy to compare.

```lean
/-- For `k, q > 0`, the value `plasmon wp c q` (0 if the radicand is negative) is below the pair
edge exactly when the cubic exceeds `wp²`. -/
theorem plasmon_lt_edge_iff {wp k c q : ℝ} (hk : 0 < k) (hq : 0 < q) :
    plasmon wp c q < pairEdge k q ↔ wp ^ 2 < edgeCubic k c q := by
  unfold pairEdge plasmon edgeCubic
  rw [Real.sqrt_lt' (by positivity)]
  constructor <;> intro h <;> nlinarith
```

Equality of the energies excludes both strict orders, and so does equality of \(F_c(q)\) and \(\omega_p^2\). A crossing is therefore a solution of \(F_c(q)=\omega_p^2\).

```lean
/-- For `k, q > 0`, the plasmon meets the pair edge exactly when the cubic equals `wp²`. -/
theorem crossing_iff {wp k c q : ℝ} (hk : 0 < k) (hq : 0 < q) :
    plasmon wp c q = pairEdge k q ↔ edgeCubic k c q = wp ^ 2 := by
  constructor
  · intro h
    exact le_antisymm
      (not_lt.mp fun h' => ((plasmon_lt_edge_iff hk hq).mpr h').ne h)
      (not_lt.mp fun h' => ((edge_lt_plasmon_iff hk hq).mpr h').ne' h)
  · intro h
    exact le_antisymm
      (not_lt.mp fun h' => ((edge_lt_plasmon_iff hk hq).mp h').ne h)
      (not_lt.mp fun h' => ((plasmon_lt_edge_iff hk hq).mp h').ne' h)
```

## The cubic reaches \(\omega_p^2\) once

If \(c>k^2\), the cubic is negative for \(0<q<(c-k^2)/k\), so it does not increase everywhere. It does increase from any point where it is positive. Let \(0<p<q\) and \(F_c(p)>0\). Then \(kp+k^2-c>0\), and both factors grow:

\[
p^2(kp+k^2-c)<p^2(kq+k^2-c)<q^2(kq+k^2-c).
\]

The `calc` block is this chain.

```lean
/-- For `k > 0`, once the cubic is positive at some `p > 0`, it is larger at every larger
wavenumber. -/
theorem edgeCubic_lt {k c p q : ℝ} (hk : 0 < k) (hp : 0 < p) (hpq : p < q)
    (h : 0 < edgeCubic k c p) : edgeCubic k c p < edgeCubic k c q := by
  unfold edgeCubic at *
  have h1 : 0 < k * p + k ^ 2 - c :=
    (mul_pos_iff_of_pos_left (by positivity : 0 < p ^ 2)).mp h
  have h2 : k * p + k ^ 2 - c < k * q + k ^ 2 - c := by
    nlinarith [mul_pos hk (sub_pos.2 hpq)]
  have h3 : p ^ 2 < q ^ 2 := by nlinarith
  calc p ^ 2 * (k * p + k ^ 2 - c) < p ^ 2 * (k * q + k ^ 2 - c) :=
        mul_lt_mul_of_pos_left h2 (by positivity)
    _ < q ^ 2 * (k * q + k ^ 2 - c) := mul_lt_mul_of_pos_right h3 (h1.trans h2)
```

For existence, take \(M=1+(\omega_p^2+|c|)/k\). Then \(kM+k^2-c\ge\omega_p^2\) and \(M^2\ge1\), so \(F_c(M)\ge\omega_p^2\), while \(F_c(0)=0\). The intermediate value theorem gives a root in \([0,M]\), and it is not \(0\) because \(\omega_p^2>0\).

```lean
/-- For `wp, k > 0`, the cubic takes the value `wp²` at some positive wavenumber. -/
theorem exists_root {wp k : ℝ} (c : ℝ) (hwp : 0 < wp) (hk : 0 < k) :
    ∃ q, 0 < q ∧ edgeCubic k c q = wp ^ 2 := by
  -- a wavenumber beyond which the cubic certainly exceeds `wp²`
  obtain ⟨M, hM1, hkM⟩ : ∃ M : ℝ, 1 ≤ M ∧ wp ^ 2 + |c| ≤ k * M := by
    refine ⟨1 + (wp ^ 2 + |c|) / k, ?_, ?_⟩
    · have : 0 ≤ (wp ^ 2 + |c|) / k := by positivity
      linarith
    · have : k * (1 + (wp ^ 2 + |c|) / k) = k + (wp ^ 2 + |c|) := by field_simp
      linarith
  have hA : wp ^ 2 ≤ k * M + k ^ 2 - c := by
    linarith [le_abs_self c, sq_nonneg k]
  have hM2 : 1 ≤ M ^ 2 := by nlinarith
  have hM : wp ^ 2 ≤ edgeCubic k c M := by
    unfold edgeCubic
    nlinarith [mul_nonneg (sub_nonneg.2 hM2) (le_trans (sq_nonneg wp) hA)]
  have h0 : edgeCubic k c 0 = 0 := by simp [edgeCubic]
  have hcont : Continuous (edgeCubic k c) := by
    unfold edgeCubic
    fun_prop
  obtain ⟨q, hq, h⟩ := intermediate_value_Icc (by linarith : (0 : ℝ) ≤ M)
    hcont.continuousOn ⟨h0.le.trans (sq_nonneg wp), hM⟩
  refine ⟨q, lt_of_le_of_ne hq.1 ?_, h⟩
  intro hq0
  rw [← hq0, h0] at h
  exact (pow_pos hwp 2).ne h
```

## One onset, with the branch inside the continuum afterwards

Let \(q_c\) be this root. For \(0<q<q_c\), either \(F_c(q)\le0<\omega_p^2\), or \(F_c(q)>0\) and monotonicity gives \(F_c(q)<F_c(q_c)=\omega_p^2\). The plasmon is above the edge in both cases. For \(q>q_c\), monotonicity gives \(F_c(q)>\omega_p^2\), so the plasmon is below it. No second crossing is possible.

The branch must also stay above the lower edge. For \(0<q<2k\), that expression is \(q(q-2k)/2<0\). For \(q\ge2k\),

\[
\omega(q)^2-\Bigl(\frac{q^2}{2}-kq\Bigr)^2=\omega_p^2+c\,q^2+kq^2(q-k)>0.
\]

The assumption \(c\ge0\) is used here, and to keep the radicand positive.

The theorem says that for \(\omega_p,k>0\) and \(c\ge0\) there is a `qc` with five properties: it is positive, the energies agree there, every positive crossing equals it, the plasmon is above the edge at smaller positive \(q\), and it satisfies `InPairContinuum` at all larger \(q\). The condition \(c<k^2\) is not required.

```lean
/-- **Landau-damping onset.** For `wp, k > 0` and `c ≥ 0`, the plasmon meets the pair edge at
exactly one `q > 0`; it lies above the edge before, and inside the pair continuum after. -/
theorem landau_damping_onset {wp k c : ℝ} (hwp : 0 < wp) (hk : 0 < k) (hc : 0 ≤ c) :
    ∃ qc, 0 < qc ∧ plasmon wp c qc = pairEdge k qc ∧
      (∀ q, 0 < q → plasmon wp c q = pairEdge k q → q = qc) ∧
      (∀ q, 0 < q → q < qc → pairEdge k q < plasmon wp c q) ∧
      (∀ q, qc < q → InPairContinuum k q (plasmon wp c q)) := by
  obtain ⟨qc, hqc, hroot⟩ := exists_root c hwp hk
  have hw2 : 0 < wp ^ 2 := pow_pos hwp 2
  have before : ∀ q, 0 < q → q < qc → pairEdge k q < plasmon wp c q := by
    intro q hq hlt
    rw [edge_lt_plasmon_iff hk hq]
    rcases le_or_gt (edgeCubic k c q) 0 with h | h
    · exact lt_of_le_of_lt h hw2
    · exact (edgeCubic_lt hk hq hlt h).trans_eq hroot
  have after : ∀ q, qc < q → plasmon wp c q < pairEdge k q := by
    intro q hlt
    rw [plasmon_lt_edge_iff hk (hqc.trans hlt), ← hroot]
    exact edgeCubic_lt hk hqc hlt (by rw [hroot]; exact hw2)
  refine ⟨qc, hqc, (crossing_iff hk hqc).mpr hroot, ?_, before, ?_⟩
  · intro q hq h
    rcases lt_trichotomy q qc with hlt | heq | hgt
    · exact absurd h (before q hq hlt).ne'
    · exact heq
    · exact absurd h (after q hgt).ne
  · intro q hlt
    have hq : 0 < q := hqc.trans hlt
    have hpos : 0 < plasmon wp c q := Real.sqrt_pos.2 (by positivity)
    refine ⟨hpos, ?_, after q hlt⟩
    -- the lower edge is negative up to `2k`; beyond that, compare squares
    rcases lt_or_ge q (2 * k) with h | h
    · nlinarith [mul_pos hq (sub_pos.2 h)]
    · apply Real.lt_sqrt_of_sq_lt
      have hqk : 0 ≤ q - k := by linarith
      nlinarith [mul_nonneg (mul_nonneg hk.le (sq_nonneg q)) hqk,
        mul_nonneg hc (sq_nonneg q)]
```

For electron energy-loss spectra, `qc` marks where this model plasmon can first decay into a single pair of non-interacting electron and hole. The theorem gives no damping rate or line shape, and it includes neither a lattice nor interactions within the pair.

## Bounds on the onset

At a crossing, \(\omega_p^2=q^2(kq+k^2-c)\). The left side is positive, hence \(q>(c-k^2)/k\), which is informative for strong dispersion. If \(c<k^2\), dropping \(kq^3>0\) leaves \(\omega_p^2>(k^2-c)q^2\), that is,

\[
q<\frac{\omega_p}{\sqrt{k^2-c}}.
\]

This bound is where \(\sqrt{\omega_p^2+cq^2}\) would meet the linear edge \(kq\).

```lean
/-- For `wp, k > 0`, a crossing at `q > 0` lies above `(c - k²)/k`, and if `c < k²` it lies
below `wp / √(k² - c)`. -/
theorem crossing_bounds {wp k c q : ℝ} (hwp : 0 < wp) (hk : 0 < k) (hq : 0 < q)
    (h : plasmon wp c q = pairEdge k q) :
    (c - k ^ 2) / k < q ∧ (c < k ^ 2 → q < wp / Real.sqrt (k ^ 2 - c)) := by
  have hr := (crossing_iff hk hq).mp h
  unfold edgeCubic at hr
  constructor
  · have hp : 0 < q ^ 2 * (k * q + k ^ 2 - c) := by rw [hr]; positivity
    have h1 := (mul_pos_iff_of_pos_left (by positivity : 0 < q ^ 2)).mp hp
    rw [div_lt_iff₀ hk]
    linarith
  · intro hc
    have hd : 0 < k ^ 2 - c := sub_pos.2 hc
    rw [lt_div_iff₀ (Real.sqrt_pos.2 hd)]
    apply lt_of_pow_lt_pow_left₀ 2 hwp.le
    rw [mul_pow, Real.sq_sqrt hd.le]
    -- dropping the positive term `k q³` gives the bound
    nlinarith [mul_pos hk (pow_pos hq 3)]
```

The case \(c=\omega_p\) (as numbers in these units) is easily worked by hand, because the radicand is then a perfect square and \(\omega(q)=\omega_p+q^2/2\). The crossing condition becomes \(kq=\omega_p\).

- With \(k=1\) and \(c=\omega_p=\tfrac12\), the onset is \(q_c=\tfrac12\), where both energies are \(\tfrac58\). The upper bound is \(1/\sqrt2\approx0.71\). At \(q=1\) the plasmon energy is \(1\), below the edge at \(\tfrac32\).
- With \(k=1\) and \(c=\omega_p=2\), so that \(c>k^2\), the onset is \(q_c=2\), above the lower bound of \(1\). This case only illustrates the bound: for a three-dimensional free-electron gas the random-phase approximation gives \(c=\tfrac35k^2\), which is below \(k^2\).

## How the onset moves

Let \(c_1<c_2\), with crossings \(q_1,q_2>0\) at the same \(k\) and \(\omega_p\). At the second crossing,

\[
F_{c_1}(q_2)=\omega_p^2+(c_2-c_1)q_2^2>\omega_p^2,
\]

so the cubic for \(c_1\) has already passed \(\omega_p^2\) there. If \(q_2<q_1\), monotonicity would give \(F_{c_1}(q_1)>\omega_p^2\), which contradicts the crossing at \(q_1\). Equality \(q_1=q_2\) contradicts it directly. Hence \(q_1<q_2\).

```lean
/-- For `k > 0`, the positive wavenumber of the crossing strictly increases with the dispersion
coefficient, at fixed `k` and `wp`. -/
theorem crossing_increases_with_dispersion {wp k c₁ c₂ q₁ q₂ : ℝ} (hk : 0 < k)
    (hq₁ : 0 < q₁) (hq₂ : 0 < q₂) (hc : c₁ < c₂)
    (h₁ : plasmon wp c₁ q₁ = pairEdge k q₁) (h₂ : plasmon wp c₂ q₂ = pairEdge k q₂) :
    q₁ < q₂ := by
  have r₁ := (crossing_iff hk hq₁).mp h₁
  have r₂ := (crossing_iff hk hq₂).mp h₂
  -- at the second crossing the cubic for `c₁` already exceeds `wp²`
  have hlt : wp ^ 2 < edgeCubic k c₁ q₂ := by
    rw [← r₂]
    unfold edgeCubic
    nlinarith [mul_pos (pow_pos hq₂ 2) (sub_pos.2 hc)]
  by_contra hn
  rcases (not_lt.mp hn).lt_or_eq with h | h
  · have := edgeCubic_lt hk hq₂ h (lt_of_le_of_lt (sq_nonneg wp) hlt)
    linarith
  · rw [h] at hlt
    linarith
```

Now fix \(k\) and \(c\), and let the long-wavelength plasmon energies be \(0<w_1<w_2\). Then \(F_c(q_1)=w_1^2<w_2^2=F_c(q_2)\). Having \(q_2<q_1\) would reverse this inequality, and \(q_1=q_2\) would make it an equality, so again \(q_1<q_2\). This is not the dependence on electron density, which would change \(k\) and \(c\) as well as the long-wavelength plasmon energy.

```lean
/-- For `k > 0`, the positive wavenumber of the crossing strictly increases with the positive
long-wavelength plasmon energy, at fixed `k` and `c`. -/
theorem crossing_increases_with_plasma_energy {w₁ w₂ k c q₁ q₂ : ℝ} (hk : 0 < k)
    (hq₁ : 0 < q₁) (hq₂ : 0 < q₂) (hw₁ : 0 < w₁) (hw : w₁ < w₂)
    (h₁ : plasmon w₁ c q₁ = pairEdge k q₁) (h₂ : plasmon w₂ c q₂ = pairEdge k q₂) :
    q₁ < q₂ := by
  have r₁ := (crossing_iff hk hq₁).mp h₁
  have r₂ := (crossing_iff hk hq₂).mp h₂
  have hsq : w₁ ^ 2 < w₂ ^ 2 := by nlinarith
  by_contra hn
  rcases (not_lt.mp hn).lt_or_eq with h | h
  · have := edgeCubic_lt (c := c) hk hq₂ h (by rw [r₂]; exact pow_pos (hw₁.trans hw) 2)
    linarith
  · rw [h] at r₂
    linarith

end

end LandauDampingOnset
```

```lean
#print axioms LandauDampingOnset.plasmon_lt_edge_iff
-- 'LandauDampingOnset.plasmon_lt_edge_iff' depends on axioms: [propext, Classical.choice, Quot.sound]
#print axioms LandauDampingOnset.landau_damping_onset
-- 'LandauDampingOnset.landau_damping_onset' depends on axioms: [propext, Classical.choice, Quot.sound]
#print axioms LandauDampingOnset.crossing_increases_with_dispersion
-- 'LandauDampingOnset.crossing_increases_with_dispersion' depends on axioms: [propext, Classical.choice, Quot.sound]
#print axioms LandauDampingOnset.crossing_increases_with_plasma_energy
-- 'LandauDampingOnset.crossing_increases_with_plasma_energy' depends on axioms: [propext, Classical.choice, Quot.sound]
```
